# A square matrix over a field of characteristic zero is a commutator exactly when its trace vanishes

Suppose a code searches for square matrices $X$ and $Y$ with $XY-YX=A$ by minimising a residual, and the residual stalls above zero. Without a criterion for solvability, the stall has two readings: no such pair exists, or the optimiser has failed. The trace of $A$ decides whether a pair exists. For an $n\times n$ matrix $A$ over a field $K$ of characteristic zero, such as $\mathbb{C}$,

$$\operatorname{tr}A=0\quad\Longleftrightarrow\quad A=[X,Y]=XY-YX\ \text{ for some } n\times n \text{ matrices } X,Y .$$

This is Shoda's theorem. Characteristic zero means that no positive integer equals zero in $K$, as is the case for the real and complex amplitudes of quantum mechanics.

## Ladder operators in a truncated basis

A simulation that keeps $n\ge 1$ oscillator levels, numbered $0,\dots,n-1$, stores the lowering operator $a$ as the matrix with entries $a_{k-1,k}=\sqrt{k}$ and zeros elsewhere. Multiplying out gives

$$[a,a^\dagger]=\operatorname{diag}(1,\dots,1,1-n).$$

The last entry makes the trace zero. A test that demands $[a,a^\dagger]=1$ therefore fails at every cutoff, and no other choice of finite matrices would pass it. The test should expect the entry $1-n$ in the last level.

The other direction concerns targets. If a finite-dimensional model prescribes a traceless $A$, a pair with $[X,Y]=A$ exists, and the derivation below constructs one. If the trace is nonzero, no pair exists for $A$ itself, but subtracting $c\cdot 1$ with $nc=\operatorname{tr}A$ leaves a matrix for which one does.

## From zero trace to an explicit pair

One direction is short: $\operatorname{tr}(XY)=\operatorname{tr}(YX)$, so every commutator has trace zero.

For the other, first bring the corner entry to zero. Let $A$ have size $n+1$, with indices $0,\dots,n$ and $\operatorname{tr}A=0$. Write $E_{ij}$ for the matrix with a single 1 at position $(i,j)$. For $i\ne j$, the shear $1+tE_{ij}$ has inverse $1-tE_{ij}$.

**A nonzero entry below the corner.** Suppose $B$ is similar to $A$ and $B_{j0}\neq0$ for some $j\ne0$. Put $t=B_{00}/B_{j0}$ and form $(1-tE_{0j})B(1+tE_{0j})$. The right factor changes only column $j$, and the left factor subtracts $t$ times row $j$ from row 0. The new corner is $B_{00}-tB_{j0}=0$.

**Creating such an entry.** If $A_{00}=0$, nothing needs to be done. Otherwise some $A_{jj}$ differs from $A_{00}$, since equal diagonal entries would give $\operatorname{tr}A=(n+1)A_{00}\neq0$. If $A_{j0}\ne0$, the previous step applies to $A$ itself. If $A_{j0}=0$, the matrix $(1-tE_{j0})A(1+tE_{j0})$ has at position $(j,0)$ the entry

$$t\,(A_{jj}-A_{00}-tA_{0j}).$$

Write $d=A_{jj}-A_{00}\neq0$. If $d\neq A_{0j}$, then $t=1$ gives the nonzero value $d-A_{0j}$. If $d=A_{0j}$, then $t=-1$ gives $-2d\neq0$. The previous step now removes the corner.

**The rest of the diagonal.** Call the result $B$, with $B_{00}=0$. Similarity preserves the trace, so the block $B'$ on indices $1,\dots,n$ is traceless. By induction on the size, there are $P,Q$ with $PQ=1$ such that $QB'P$ has zero diagonal. Border both with a 1 in the corner:

$$\begin{pmatrix}1&0\\0&Q\end{pmatrix}B\begin{pmatrix}1&0\\0&P\end{pmatrix}.$$

The corner is still $B_{00}=0$, and the remaining diagonal is that of $QB'P$, which is zero. The induction starts from the empty matrix.

**Solving for the commutator.** Now let $A$ have size $n$, and let $Z=QAP$ be the similar matrix with zero diagonal, where $PQ=1$. Let $N=\operatorname{diag}(0,1,\dots,n-1)$ be the number operator. For any $Y$,

$$[N,Y]_{ij}=(i-j)\,Y_{ij}.$$

Setting $Y_{ij}=Z_{ij}/(i-j)$ for $i\neq j$ and $Y_{ii}=0$ gives $[N,Y]=Z$. The denominators are nonzero in characteristic zero.

**Returning to the original basis.** For square matrices $PQ=1$ implies $QP=1$, hence

$$A=PZQ=P(NY-YN)Q=[PNQ,\;PYQ].$$

The first member of the pair is similar to $N$, so its eigenvalues are $0,1,\dots,n-1$.

**Multiples of the identity.** Applying the equivalence to $A-c\cdot1$ shows that $A=c\cdot1+[X,Y]$ is solvable exactly when $nc=\operatorname{tr}A$. If $[X,Y]=c\cdot1$ and $n\ne0$, then $nc=0$ and so $c=0$.

## The Lean file

```lean
import Mathlib

open Matrix

namespace ShodaCommutator

noncomputable section

variable {K : Type*} [Field K] {n : ℕ}

/-- The commutator `[X, Y] = XY - YX` of two operators on an `n`-dimensional space. -/
def comm (X Y : Matrix (Fin n) (Fin n) K) : Matrix (Fin n) (Fin n) K :=
  X * Y - Y * X

/-- `B` represents the same operator as `A` after an invertible change of basis `P`,
with inverse `Q`. -/
def IsSimilarTo (A B : Matrix (Fin n) (Fin n) K) : Prop :=
  ∃ P Q : Matrix (Fin n) (Fin n) K, P * Q = 1 ∧ B = Q * A * P

/-- The number operator: the diagonal matrix with entries `0, 1, ..., n - 1`. -/
def numberOp (K : Type*) [Field K] (n : ℕ) : Matrix (Fin n) (Fin n) K :=
  Matrix.diagonal fun i => ((i : ℕ) : K)

/-- The block-diagonal matrix that fixes the first basis vector and acts as `P` on the others. -/
def border (P : Matrix (Fin n) (Fin n) K) : Matrix (Fin (n + 1)) (Fin (n + 1)) K :=
  fun i j => Fin.cases (motive := fun _ => K)
    (Fin.cases (motive := fun _ => K) 1 (fun _ => 0) j)
    (fun i' => Fin.cases (motive := fun _ => K) 0 (fun j' => P i' j') j) i

/-- Two successive changes of basis amount to a single one. -/
theorem IsSimilarTo.trans {A B C : Matrix (Fin n) (Fin n) K}
    (h₁ : IsSimilarTo A B) (h₂ : IsSimilarTo B C) : IsSimilarTo A C := by
  obtain ⟨P, Q, hPQ, rfl⟩ := h₁
  obtain ⟨R, S, hRS, rfl⟩ := h₂
  refine ⟨P * R, S * Q, ?_, by simp only [Matrix.mul_assoc]⟩
  calc P * R * (S * Q) = P * (R * S) * Q := by simp only [Matrix.mul_assoc]
    _ = 1 := by rw [hRS, Matrix.mul_one, hPQ]

/-- A shear of the basis, adding a multiple of one basis vector to another, is a
similarity. -/
theorem isSimilarTo_shear (A : Matrix (Fin n) (Fin n) K) {i j : Fin n} (h : i ≠ j) (t : K) :
    IsSimilarTo A (transvection i j (-t) * A * transvection i j t) := by
  refine ⟨transvection i j t, transvection i j (-t), ?_, rfl⟩
  rw [transvection_mul_transvection_same, add_neg_cancel, transvection_zero]
  exact h

/-- In characteristic zero, every traceless matrix of size `n + 1` is similar to a matrix whose
first diagonal entry vanishes. -/
theorem exists_zero_corner [CharZero K] (A : Matrix (Fin (n + 1)) (Fin (n + 1)) K)
    (hA : trace A = 0) : ∃ B, IsSimilarTo A B ∧ B 0 0 = 0 := by
  -- A nonzero entry below the corner lets a shear remove the corner.
  have column : ∀ B, IsSimilarTo A B → ∀ j, j ≠ 0 → B j 0 ≠ 0 →
      ∃ C, IsSimilarTo A C ∧ C 0 0 = 0 := by
    intro B hAB j hj hne
    refine ⟨_, hAB.trans (isSimilarTo_shear B hj.symm (B 0 0 / B j 0)), ?_⟩
    rw [mul_transvection_apply_of_ne, transvection_mul_apply_same]
    · rw [neg_mul, div_mul_cancel₀ _ hne, add_neg_cancel]
    · exact hj.symm
  by_cases h0 : A 0 0 = 0
  · exact ⟨A, ⟨1, 1, by simp, by simp⟩, h0⟩
  -- Tracelessness forbids that all diagonal entries equal the nonzero corner.
  obtain ⟨j, hj⟩ : ∃ j, A j j ≠ A 0 0 := by
    by_contra hall
    have hall' : ∀ j, A j j = A 0 0 := fun j => by_contra fun h => hall ⟨j, h⟩
    have h : trace A = ∑ _j : Fin (n + 1), A 0 0 :=
      Finset.sum_congr rfl (fun j _ => hall' j)
    rw [hA, Finset.sum_const, Finset.card_univ, Fintype.card_fin, nsmul_eq_mul] at h
    exact (mul_ne_zero (Nat.cast_ne_zero.mpr (Nat.succ_ne_zero n)) h0) h.symm
  have hj0 : j ≠ 0 := by
    intro h
    exact hj (by rw [h])
  by_cases hc : A j 0 = 0
  · -- A preliminary shear creates a nonzero entry below the corner.
    obtain ⟨t, ht⟩ : ∃ t : K, t * (A j j - A 0 0 - t * A 0 j) ≠ 0 := by
      by_cases hd : A j j - A 0 0 = A 0 j
      · refine ⟨-1, fun h => ?_⟩
        have h2 : (2 : K) * (A j j - A 0 0) = 0 := by linear_combination -h + hd
        exact (mul_ne_zero two_ne_zero (sub_ne_zero.mpr hj)) h2
      · refine ⟨1, fun h => hd ?_⟩
        linear_combination h
    refine column _ (isSimilarTo_shear A hj0 t) j hj0 ?_
    rw [mul_transvection_apply_same, transvection_mul_apply_same,
      transvection_mul_apply_same, hc]
    intro h
    apply ht
    linear_combination h
  · exact column A ⟨1, 1, by simp, by simp⟩ j hj0 hc

/-- Bordering a change of basis and its inverse gives again a pair of inverse matrices. -/
theorem border_mul_border {P Q : Matrix (Fin n) (Fin n) K} (h : P * Q = 1) :
    border P * border Q = 1 := by
  ext i j
  cases i using Fin.cases with
  | zero =>
    cases j using Fin.cases with
    | zero => simp [Matrix.mul_apply, Fin.sum_univ_succ, border]
    | succ j =>
      simp [Matrix.mul_apply, Fin.sum_univ_succ, border, (Fin.succ_ne_zero j).symm]
  | succ i =>
    cases j using Fin.cases with
    | zero => simp [Matrix.mul_apply, Fin.sum_univ_succ, border]
    | succ j =>
      have hij := congrFun (congrFun h i) j
      simpa [Matrix.mul_apply, Fin.sum_univ_succ, border, Matrix.one_apply] using hij

/-- In characteristic zero, every traceless matrix is similar to a matrix whose diagonal is entirely
zero. -/
theorem exists_zero_diagonal [CharZero K] (A : Matrix (Fin n) (Fin n) K)
    (hA : trace A = 0) : ∃ B, IsSimilarTo A B ∧ ∀ i, B i i = 0 := by
  induction n with
  | zero => exact ⟨A, ⟨1, 1, by simp, by simp⟩, fun i => i.elim0⟩
  | succ n ih =>
    obtain ⟨B, hAB, hB⟩ := exists_zero_corner A hA
    have hBtr : trace B = 0 := by
      obtain ⟨P, Q, hPQ, hBe⟩ := hAB
      rw [hBe, Matrix.trace_mul_cycle, hPQ, Matrix.one_mul, hA]
    -- The block without the first basis vector is again traceless.
    have htr : trace (B.submatrix Fin.succ Fin.succ) = 0 := by
      simpa [Matrix.trace, Fin.sum_univ_succ, hB] using hBtr
    obtain ⟨C, ⟨P, Q, hPQ, rfl⟩, hC⟩ := ih _ htr
    refine ⟨border Q * B * border P,
      hAB.trans ⟨border P, border Q, border_mul_border hPQ, rfl⟩, fun i => ?_⟩
    cases i using Fin.cases with
    | zero => simp [Matrix.mul_apply, Fin.sum_univ_succ, border, hB]
    | succ i =>
      have hi := hC i
      simpa [Matrix.mul_apply, Fin.sum_univ_succ, border] using hi

/-- In characteristic zero, a matrix with zero diagonal is a commutator with the number operator. -/
theorem zero_diagonal_eq_comm [CharZero K] (Z : Matrix (Fin n) (Fin n) K)
    (hZ : ∀ i, Z i i = 0) : ∃ Y, Z = comm (numberOp K n) Y := by
  refine ⟨Matrix.of fun i j => Z i j / (((i : ℕ) : K) - ((j : ℕ) : K)), ?_⟩
  ext i j
  simp only [comm, numberOp, Matrix.sub_apply, Matrix.diagonal_mul, Matrix.mul_diagonal,
    Matrix.of_apply]
  by_cases hij : i = j
  · subst hij
    simp [hZ]
  · have h : ((i : ℕ) : K) - ((j : ℕ) : K) ≠ 0 :=
      sub_ne_zero.mpr fun h => hij (Fin.ext (Nat.cast_injective h))
    have hq := div_mul_cancel₀ (Z i j) h
    linear_combination -hq

/-- In characteristic zero, every traceless matrix is a commutator `[X, Y]` in which `X` is similar
to the number operator. -/
theorem traceless_eq_comm_numberOp [CharZero K] (A : Matrix (Fin n) (Fin n) K)
    (hA : trace A = 0) : ∃ X Y, IsSimilarTo (numberOp K n) X ∧ A = comm X Y := by
  obtain ⟨Z, ⟨P, Q, hPQ, rfl⟩, hZ⟩ := exists_zero_diagonal A hA
  obtain ⟨Y, hY⟩ := zero_diagonal_eq_comm _ hZ
  have hQP : Q * P = 1 := mul_eq_one_comm.mp hPQ
  refine ⟨P * numberOp K n * Q, P * Y * Q, ⟨Q, P, hQP, rfl⟩, ?_⟩
  -- Transform the commutator back to the original basis.
  calc A = (P * Q) * A * (P * Q) := by rw [hPQ, Matrix.one_mul, Matrix.mul_one]
    _ = P * (Q * A * P) * Q := by simp only [Matrix.mul_assoc]
    _ = P * (numberOp K n * Y - Y * numberOp K n) * Q := by rw [hY, comm]
    _ = P * numberOp K n * (Q * P) * Y * Q - P * Y * (Q * P) * numberOp K n * Q := by
      rw [hQP]
      noncomm_ring
    _ = comm (P * numberOp K n * Q) (P * Y * Q) := by simp only [comm, Matrix.mul_assoc]

/-- Shoda's theorem: over a field of characteristic zero, such as `ℂ`, a square matrix is a
commutator if and only if its trace vanishes. -/
theorem shoda [CharZero K] (A : Matrix (Fin n) (Fin n) K) :
    trace A = 0 ↔ ∃ X Y, A = comm X Y := by
  constructor
  · intro hA
    obtain ⟨X, Y, _, h⟩ := traceless_eq_comm_numberOp A hA
    exact ⟨X, Y, h⟩
  · rintro ⟨X, Y, rfl⟩
    rw [comm, Matrix.trace_sub, Matrix.trace_mul_comm, sub_self]

/-- In characteristic zero, a matrix equals `c` times the identity plus a commutator exactly when `n
* c` is its trace. -/
theorem eq_scalar_add_comm_iff [CharZero K] (A : Matrix (Fin n) (Fin n) K) (c : K) :
    (∃ X Y, A = c • (1 : Matrix (Fin n) (Fin n) K) + comm X Y) ↔ (n : K) * c = trace A := by
  have h := shoda (A - c • (1 : Matrix (Fin n) (Fin n) K))
  simp only [sub_eq_iff_eq_add'] at h
  rw [← h, Matrix.trace_sub, Matrix.trace_smul, Matrix.trace_one, Fintype.card_fin,
    smul_eq_mul, sub_eq_zero]
  constructor <;> intro h' <;> linear_combination -h'

/-- In characteristic zero and nonzero finite dimension, a commutator equal to `c` times the
identity has `c = 0`. -/
theorem scalar_comm_eq_zero [CharZero K] (hn : n ≠ 0) (c : K)
    (X Y : Matrix (Fin n) (Fin n) K)
    (h : comm X Y = c • (1 : Matrix (Fin n) (Fin n) K)) : c = 0 := by
  have ht := (shoda (c • (1 : Matrix (Fin n) (Fin n) K))).mpr ⟨X, Y, h.symm⟩
  rw [Matrix.trace_smul, Matrix.trace_one, Fintype.card_fin, smul_eq_mul] at ht
  exact (mul_eq_zero.mp ht).resolve_right (Nat.cast_ne_zero.mpr hn)

end

end ShodaCommutator
```

```lean
#print axioms ShodaCommutator.shoda
#print axioms ShodaCommutator.eq_scalar_add_comm_iff
#print axioms ShodaCommutator.scalar_comm_eq_zero
```

```
'ShodaCommutator.shoda' depends on axioms: [propext, Classical.choice, Quot.sound]
'ShodaCommutator.eq_scalar_add_comm_iff' depends on axioms: [propext, Classical.choice, Quot.sound]
'ShodaCommutator.scalar_comm_eq_zero' depends on axioms: [propext, Classical.choice, Quot.sound]
```

## Matrices, similarity and the field in Lean

An operator is a `Matrix (Fin n) (Fin n) K`: a square array with indices $0,\dots,n-1$ and entries in a field `K`. The hypothesis `[CharZero K]` is the condition on the characteristic. The size `n` is arbitrary, including zero, except in `scalar_comm_eq_zero`, which assumes `n ≠ 0`.

`comm X Y` is $XY-YX$, without a factor of $i$ or $\hbar$. `IsSimilarTo A B` says that $B=QAP$ for some $P,Q$ with $PQ=1$, that is, $B=P^{-1}AP$. `numberOp K n` is $N$, with no energy scale and no zero-point term.

The theorem `shoda` is the equivalence stated at the start. `traceless_eq_comm_numberOp` adds that $X$ can be taken similar to the number operator. `eq_scalar_add_comm_iff` and `scalar_comm_eq_zero` are the two statements about multiples of the identity.

Three limits matter for a code:

- The theorems concern exact field arithmetic. They bound neither rounding errors nor the condition number of $P$, and a $B_{j0}$ that is small compared with $B_{00}$ makes the shear parameter $B_{00}/B_{j0}$ large.
- Nothing makes $X$ or $Y$ Hermitian, even when $A$ is an observable or a generator.
- The dimension is finite. The canonical relation $[x,p]=i\hbar$ for unbounded operators on an infinite-dimensional space is not contradicted.

Similarity could also have been modelled as unitary equivalence over $\mathbb{C}$, with $Q=P^\dagger$. The pair would then have a Hermitian $X=PNP^\dagger$, and the change of basis would be perfectly conditioned. The shears would no longer serve, because they are not unitary; the corner step would need a unit vector $v$ with $v^\dagger Av=0$. The statement would also lose its generality in the field.

## How the lemmas follow the derivation

`IsSimilarTo.trans` composes changes of basis, and `isSimilarTo_shear` supplies the shears, which Mathlib calls `transvection`.

`exists_zero_corner` is the corner argument. Its internal claim `column` handles a nonzero entry below the corner. The `by_cases` splits then follow the cases above: whether the corner is already zero, whether $A_{j0}$ vanishes, and whether $d=A_{0j}$. The choices `-1` and `1` for $t$ appear explicitly, and `linear_combination` checks the resulting algebra.

`border` builds the enlarged change of basis, and `border_mul_border` verifies entry by entry that bordering preserves the relation $PQ=1$. `exists_zero_diagonal` is the induction. It obtains the trace of $B$ from cyclicity through `Matrix.trace_mul_cycle`, applies the induction hypothesis to the block `B.submatrix Fin.succ Fin.succ`, and treats the corner and the remaining diagonal entries separately.

`zero_diagonal_eq_comm` supplies $Y_{ij}=Z_{ij}/(i-j)$. Lean's convention $0/0=0$ fills the diagonal, whose value does not affect the commutator with $N$.

In `traceless_eq_comm_numberOp`, the `calc` chain is the return to the original basis: it inserts $QP=1$ between the factors and regroups them. `shoda` combines this with the cyclicity of the trace. `eq_scalar_add_comm_iff` applies `shoda` to $A-c\cdot1$, and `scalar_comm_eq_zero` applies it to $c\cdot1$.
